# The function $r^{l+1}e^{-kr}$ solves the Coulomb radial equation exactly when $k=Z/(l+1)$ and $E=-k^2/2$

A program that solves the radial Schrödinger equation on a grid can be tested on a one-electron ion, with the attraction of the nucleus as the only potential: the radial functions $u(r)$ of its 1s, 2p and 3d orbitals, once normalisation and sign are matched, should agree with the closed form $r^{l+1}e^{-kr}$ up to the grid error, and their energies with the exact ones. The decay constant $k$ and the energy $E$ for this test are derived below. Here $l$ is the angular momentum quantum number, $Z$ the nuclear charge, and $u(r)=r\,R(r)$ with $R$ the radial part of the orbital. In atomic units, with a fixed point nucleus and no relativity, the equation for $r>0$ is

$$-\frac{u''}{2}+\left(\frac{l(l+1)}{2r^2}-\frac Zr\right)u=Eu .$$

The letter $k$ is a decay constant, often written $\zeta$, and not a wave number.

## Exponent, decay constant and energy from one substitution

Leave the power open and try $u=r^s e^{-kr}$ with real $s$. The product rule gives

$$u'=\left(\frac sr-k\right)u,$$

$$u''=\left[-\frac{s}{r^2}+\left(\frac sr-k\right)^2\right]u=\left[\frac{s(s-1)}{r^2}-\frac{2ks}{r}+k^2\right]u .$$

Insert $u''$ and divide by $u>0$:

$$\frac{A}{2r^2}+\frac{B}{r}-C=0,$$

where $A=l(l+1)-s(s-1)$, $B=ks-Z$ and $C=\tfrac{k^2}{2}+E$.

At $r=1,\tfrac12,\tfrac13$ this reads

$$\tfrac12A+B-C=0,\qquad 2A+2B-C=0,\qquad \tfrac92A+3B-C=0 .$$

The first equation minus twice the second plus the third gives $A=0$. The second minus the first then gives $B=0$, and so $C=0$. Conversely, if all three coefficients vanish, the equation holds at every $r>0$.

The condition $A=0$ factors as $(s-l-1)(s+l)=0$. Take $s>0$, which makes $u$ vanish at the nucleus. Then $s+l>0$, so $s=l+1$, and $B=C=0$ give

$$k=\frac{Z}{l+1},\qquad E=-\frac{k^2}{2}=-\frac{Z^2}{2(l+1)^2}.$$

For $Z>0$, set $R_0=(l+1)^2/Z$, so that $kR_0=l+1$, and write $r=R_0x$ with $x\ge0$. Then

$$\frac{u(R_0x)}{u(R_0)}=\left(x\,e^{1-x}\right)^{l+1}<1\quad\text{for }x\neq1,$$

because $x<e^{x-1}$ there. The maximum of $u$, and of the radial density $u^2$, is therefore at $R_0$.

## The radial equation as a condition on a function

```lean
import Mathlib

open Filter

namespace NodelessHydrogenicRadial

noncomputable section

/-- The Coulomb radial equation in atomic units, `-u''/2 + (l(l+1)/(2r²) - Z/r) u = E u`,
for a function `u` that is twice differentiable at every `r > 0`. -/
def SolvesRadial (l : ℕ) (Z E : ℝ) (u : ℝ → ℝ) : Prop :=
  ∀ r : ℝ, 0 < r → DifferentiableAt ℝ u r ∧ DifferentiableAt ℝ (deriv u) r ∧
    -(deriv (deriv u) r) / 2 + ((l : ℝ) * (l + 1) / (2 * r ^ 2) - Z / r) * u r = E * u r
```

`SolvesRadial l Z E u` says that $u$ satisfies the equation at every $r>0$. Lean's `deriv` returns zero where no derivative exists, so the definition also demands that $u$ and $u'$ be differentiable. It contains no boundary condition and no normalisation, and $Z$ may be any real number; the function describes a bound state only for $Z>0$.

```lean
/-- The trial function `r^s exp(-k r)` with a real exponent `s`, used on `r > 0`. -/
def powerExp (s k r : ℝ) : ℝ := r ^ s * Real.exp (-k * r)

/-- The radial function `u(r) = r^(l+1) exp(-k r)`. -/
def nodeless (l : ℕ) (k r : ℝ) : ℝ := r ^ (l + 1) * Real.exp (-k * r)
```

`powerExp` carries the real exponent $s$, and `nodeless` the whole-number power $l+1$. Both are unnormalised. For $k>0$, the factor $\sqrt{(2k)^{2l+3}/(2l+2)!}$ makes $\int_0^\infty u^2\,dr=1$ for `nodeless`.

## Two derivatives and three coefficients

```lean
/-- For `r > 0` the trial function `u = r^s exp(-k r)` has the derivative `(s/r - k) u`. -/
theorem hasDerivAt_powerExp (s k : ℝ) {r : ℝ} (hr : 0 < r) :
    HasDerivAt (powerExp s k) ((s / r - k) * powerExp s k r) r := by
  have h1 := Real.hasDerivAt_rpow_const (x := r) (p := s) (Or.inl hr.ne')
  have h2 : HasDerivAt (fun x : ℝ => Real.exp (-k * x)) (Real.exp (-k * r) * (-k * 1)) r :=
    ((hasDerivAt_id' r).const_mul (-k)).exp
  refine (h1.fun_mul h2).congr_deriv ?_
  rw [Real.rpow_sub_one hr.ne']
  simp only [powerExp]
  ring

/-- For `r > 0` the trial function `u = r^s exp(-k r)` has the second derivative
`(s(s-1)/r² - 2ks/r + k²) u`. -/
theorem hasDerivAt_deriv_powerExp (s k : ℝ) {r : ℝ} (hr : 0 < r) :
    HasDerivAt (deriv (powerExp s k))
      ((s * (s - 1) / r ^ 2 - 2 * k * s / r + k ^ 2) * powerExp s k r) r := by
  -- the formula for the first derivative holds in a neighbourhood of `r`
  have hd : deriv (powerExp s k) =ᶠ[nhds r] fun x => (s / x - k) * powerExp s k x := by
    filter_upwards [Ioi_mem_nhds hr] with x hx
    exact (hasDerivAt_powerExp s k hx).deriv
  have h1 : HasDerivAt (fun x : ℝ => s / x - k) (-s / r ^ 2) r :=
    (((hasDerivAt_const r s).fun_div (hasDerivAt_id' r) hr.ne').sub_const k).congr_deriv
      (by ring)
  refine ((h1.fun_mul (hasDerivAt_powerExp s k hr)).congr_of_eventuallyEq hd).congr_deriv ?_
  ring
```

These are the formulas for $u'$ and $u''$. To differentiate a second time, Lean needs the first formula in a whole neighbourhood of $r$, not just at the point; `hd` supplies this.

```lean
/-- The trial function `r^s exp(-k r)` solves the radial equation exactly when
`s(s-1) = l(l+1)`, `k s = Z` and `E = -k²/2`. -/
theorem powerExp_solves_iff (l : ℕ) (Z E s k : ℝ) :
    SolvesRadial l Z E (powerExp s k) ↔
      s * (s - 1) = (l : ℝ) * (l + 1) ∧ k * s = Z ∧ E = -k ^ 2 / 2 := by
  constructor
  · intro h
    -- divide by `u > 0`: a quadratic polynomial in `1/r` vanishes for all `r > 0`
    have key : ∀ r : ℝ, 0 < r →
        ((l : ℝ) * (l + 1) - s * (s - 1)) / (2 * r ^ 2) + (k * s - Z) / r
          - (k ^ 2 / 2 + E) = 0 := by
      intro r hr
      obtain ⟨_, _, he⟩ := h r hr
      rw [(hasDerivAt_deriv_powerExp s k hr).deriv] at he
      have hu : powerExp s k r ≠ 0 :=
        (mul_pos (Real.rpow_pos_of_pos hr s) (Real.exp_pos _)).ne'
      have hz : (((l : ℝ) * (l + 1) - s * (s - 1)) / (2 * r ^ 2) + (k * s - Z) / r
          - (k ^ 2 / 2 + E)) * powerExp s k r = 0 := by
        linear_combination he
      exact (mul_eq_zero.mp hz).resolve_right hu
    -- three radii determine its three coefficients
    have g1 := key 1 (by norm_num)
    have g2 := key (1 / 2) (by norm_num)
    have g3 := key (1 / 3) (by norm_num)
    refine ⟨?_, ?_, ?_⟩
    · linear_combination -g1 + 2 * g2 - g3
    · linear_combination (-5 / 2) * g1 + 4 * g2 - (3 / 2) * g3
    · linear_combination -3 * g1 + 3 * g2 - g3
  · rintro ⟨h1, h2, h3⟩ r hr
    refine ⟨(hasDerivAt_powerExp s k hr).differentiableAt,
      (hasDerivAt_deriv_powerExp s k hr).differentiableAt, ?_⟩
    rw [(hasDerivAt_deriv_powerExp s k hr).deriv]
    linear_combination (-(1 / (2 * r ^ 2)) * powerExp s k r) * h1
      + (powerExp s k r / r) * h2 - powerExp s k r * h3
```

The statement `key` is the equation after division by $u$. Its instances `g1`, `g2` and `g3` are the three radii, and the `linear_combination` lines solve the linear system. The second half substitutes the conditions back.

## The positive exponent and its energy

```lean
/-- For a positive exponent `s`, the trial function `r^s exp(-k r)` solves the radial equation
exactly when `s = l + 1`, `k = Z/(l+1)` and `E = -k²/2`. -/
theorem powerExp_solves_iff_of_pos (l : ℕ) (Z E k : ℝ) {s : ℝ} (hs : 0 < s) :
    SolvesRadial l Z E (powerExp s k) ↔
      s = (l : ℝ) + 1 ∧ k = Z / ((l : ℝ) + 1) ∧ E = -k ^ 2 / 2 := by
  have hn : (l : ℝ) + 1 ≠ 0 := by positivity
  rw [powerExp_solves_iff]
  constructor
  · rintro ⟨h1, h2, h3⟩
    -- the indicial equation has the roots `l + 1` and `-l`
    have hf : (s - ((l : ℝ) + 1)) * (s + l) = 0 := by linear_combination h1
    have hp : s + (l : ℝ) ≠ 0 := by positivity
    have hsl : s = (l : ℝ) + 1 := sub_eq_zero.mp ((mul_eq_zero.mp hf).resolve_right hp)
    refine ⟨hsl, ?_, h3⟩
    rw [eq_div_iff hn, ← hsl]
    exact h2
  · rintro ⟨h1, h2, h3⟩
    rw [h1]
    exact ⟨by ring, (eq_div_iff hn).mp h2, h3⟩
```

Here `hf` is the factored condition on $s$, and `hp` excludes the root $s=-l$.

```lean
/-- The function `r^(l+1) exp(-k r)` solves the Coulomb radial equation on `r > 0` if and only
if `k = Z/(l+1)` and `E = -k²/2`. -/
theorem nodeless_solves_iff (l : ℕ) (Z k E : ℝ) :
    SolvesRadial l Z E (nodeless l k) ↔ k = Z / ((l : ℝ) + 1) ∧ E = -k ^ 2 / 2 := by
  have hc : ((l + 1 : ℕ) : ℝ) = (l : ℝ) + 1 := Nat.cast_succ l
  have hu : nodeless l k = powerExp ((l : ℝ) + 1) k := by
    funext r
    simp only [nodeless, powerExp]
    rw [← hc, Real.rpow_natCast]
  rw [hu, powerExp_solves_iff_of_pos l Z E k (by positivity)]
  exact ⟨fun h => h.2, fun h => ⟨rfl, h⟩⟩
```

This is the result in the title, for every natural $l$ and all real $Z$, $k$, $E$. The proof identifies `nodeless l k` with `powerExp` at $s=l+1$ and applies the previous theorem.

```lean
/-- With the decay constant `k = Z/(l+1)`, the function `r^(l+1) exp(-k r)` solves the radial
equation for exactly one energy, `E = -Z²/(2(l+1)²)`. -/
theorem nodeless_energy (l : ℕ) (Z E : ℝ) :
    SolvesRadial l Z E (nodeless l (Z / ((l : ℝ) + 1))) ↔
      E = -Z ^ 2 / (2 * ((l : ℝ) + 1) ^ 2) := by
  have hE : -(Z / ((l : ℝ) + 1)) ^ 2 / 2 = -Z ^ 2 / (2 * ((l : ℝ) + 1) ^ 2) := by
    field_simp
  rw [nodeless_solves_iff, hE]
  exact ⟨fun h => h.2, fun h => ⟨rfl, h⟩⟩
```

Once $k$ has its required value, this function solves the equation for exactly one energy. With $n=l+1$ it is the hydrogenic level $-Z^2/(2n^2)$. The higher levels with the same $l$ belong to other functions, which have nodes at $r>0$. The starting point here is the radial equation; its derivation from the three-dimensional Schrödinger equation by separation of variables is not part of the proof.

## The radius of greatest radial density

```lean
/-- For `Z > 0` and `k = Z/(l+1)`, the function `r^(l+1) exp(-k r)` on `r ≥ 0` takes its largest
value at `r = (l+1)²/Z` and nowhere else. -/
theorem nodeless_lt_max (l : ℕ) {Z r : ℝ} (hZ : 0 < Z) (hr : 0 ≤ r)
    (hne : r ≠ ((l : ℝ) + 1) ^ 2 / Z) :
    nodeless l (Z / ((l : ℝ) + 1)) r <
      nodeless l (Z / ((l : ℝ) + 1)) (((l : ℝ) + 1) ^ 2 / Z) := by
  have hc : ((l + 1 : ℕ) : ℝ) = (l : ℝ) + 1 := Nat.cast_succ l
  obtain ⟨R, hRdef⟩ : ∃ R : ℝ, R = ((l : ℝ) + 1) ^ 2 / Z := ⟨_, rfl⟩
  rw [← hRdef] at hne ⊢
  have hR : 0 < R := by rw [hRdef]; positivity
  have e2 : Z / ((l : ℝ) + 1) * R = (l : ℝ) + 1 := by
    rw [hRdef]
    field_simp
  -- measure the radius in units of `R`
  obtain ⟨x, rfl⟩ : ∃ x : ℝ, r = R * x := ⟨r / R, by field_simp⟩
  have e1 : Z / ((l : ℝ) + 1) * (R * x) = ((l : ℝ) + 1) * x := by rw [← mul_assoc, e2]
  have hx0 : 0 ≤ x := le_of_mul_le_mul_left (by rwa [mul_zero]) hR
  have hx1 : x ≠ 1 := by
    rintro rfl
    exact hne (mul_one _)
  -- the strict tangent inequality for the exponential, raised to the power `l + 1`
  have hlt : x < Real.exp (x - 1) := by
    have := Real.add_one_lt_exp (sub_ne_zero.mpr hx1)
    linarith
  have hpow : x ^ (l + 1) < Real.exp (x - 1) ^ (l + 1) :=
    pow_lt_pow_left₀ hlt hx0 (Nat.succ_ne_zero l)
  rw [← Real.exp_nat_mul, hc] at hpow
  calc nodeless l (Z / ((l : ℝ) + 1)) (R * x)
      = R ^ (l + 1) * Real.exp (-(((l : ℝ) + 1) * x)) * x ^ (l + 1) := by
        simp only [nodeless]
        rw [neg_mul, e1, mul_pow]
        ring
    _ < R ^ (l + 1) * Real.exp (-(((l : ℝ) + 1) * x)) * Real.exp (((l : ℝ) + 1) * (x - 1)) :=
        mul_lt_mul_of_pos_left hpow (by positivity)
    _ = nodeless l (Z / ((l : ℝ) + 1)) R := by
        simp only [nodeless]
        rw [neg_mul, e2, mul_assoc, ← Real.exp_add]
        congr 2
        ring

end

end NodelessHydrogenicRadial
```

The theorem compares $u$ at any other $r\ge0$ with its value at $(l+1)^2/Z$, called `R` in the proof. The inequality $x<e^{x-1}$ is `hlt`; `hpow` raises it to the power $l+1$, and the `calc` chain multiplies by the common positive factor. For the 1s state of hydrogen the radius is one bohr.

```lean
#print axioms NodelessHydrogenicRadial.powerExp_solves_iff_of_pos
#print axioms NodelessHydrogenicRadial.nodeless_energy
#print axioms NodelessHydrogenicRadial.nodeless_lt_max
```

```
'NodelessHydrogenicRadial.powerExp_solves_iff_of_pos' depends on axioms: [propext, Classical.choice, Quot.sound]
'NodelessHydrogenicRadial.nodeless_energy' depends on axioms: [propext, Classical.choice, Quot.sound]
'NodelessHydrogenicRadial.nodeless_lt_max' depends on axioms: [propext, Classical.choice, Quot.sound]
```
